# The Fermi-Amaldi term is at most the Hartree part of the Perdew-Zunger term

## Question

The Hartree energy J(ρ) of an N-electron density includes the repulsion of each electron with its own charge. Two corrections subtract an estimate of this self-interaction. Fermi-Amaldi subtracts J(ρ)/N and needs only the total density. Perdew-Zunger works orbital by orbital, and its Hartree part subtracts Σᵢ J(rᵢ), where the rᵢ are the orbital densities and add up to ρ. For one electron both remove J(ρ) completely. My claim for N ≥ 1 electrons is that, with a positive semidefinite interaction kernel, the Fermi-Amaldi term never exceeds the Hartree part of the Perdew-Zunger one, and that they agree when all orbital densities are the same. Can this be stated and proved in Lean 4 with Mathlib, for densities on a finite grid?

## Answer

The claim holds. The difference of the two terms is the summed Hartree energy of the deviations of the orbital densities from their mean, and the inequality and its equality case follow from this identity.

### Modelling choices

The grid is a finite type `n`, and a density is a real vector `n → ℝ` whose component at the point p is the charge assigned to p, with volume weights already absorbed. The kernel is a real matrix V. With x·y the dot product (`⬝ᵥ`) and Vx the matrix-vector product (`*ᵥ`), the definition `hartree` is

J(ρ) = ½ ρ·Vρ = ½ Σₚ Σₛ ρₚ Vₚₛ ρₛ

with p and s running over the grid. The orbital densities form a family `r : Fin (M + 1) → n → ℝ`, so there are N = M + 1 of them, labelled i = 0, …, M, each standing for one singly occupied spin orbital. Writing N as M + 1 builds N ≥ 1 into the type, and the division by N never meets Lean's convention that division by zero gives zero. The definitions `total`, `mean`, `fermiAmaldi` and `perdewZunger` are

ρ = Σᵢ rᵢ,  m = ρ/N,  FA = J(ρ)/N,  PZ = Σᵢ J(rᵢ).

The full Perdew-Zunger correction subtracts the exchange-correlation energy of each orbital density as well. `perdewZunger` is the Hartree part alone, and the theorems compare only that part with FA.

Positive semidefinite means x·Vx ≥ 0 for every real vector x, the hypothesis `∀ x, 0 ≤ x ⬝ᵥ V *ᵥ x`, and positive definite means x·Vx > 0 for x ≠ 0. Symmetry of V is never assumed, whereas Mathlib's own notion of a positive semidefinite matrix includes it. Positivity is a hypothesis on V: nothing here derives it for a discretised Coulomb interaction. In the main theorem the rᵢ are arbitrary real vectors, not required to be non-negative, normalised, or squares of orthonormal orbitals, so physical orbital densities are a special case.

### Derivation by hand

Bilinearity gives, for any vectors a and b,

J(a − b) = J(a) + J(b) − ½ a·Vb − ½ b·Va.

The two cross terms are kept apart because V need not be symmetric. Put a = rᵢ and b = m and sum over i, using Σᵢ rᵢ = ρ in the cross terms:

Σᵢ J(rᵢ − m) = PZ + N J(m) − ½ ρ·Vm − ½ m·Vρ.

Since m = ρ/N, each term containing m is a multiple of J(ρ):

J(m) = J(ρ)/N²,  ρ·Vm = m·Vρ = 2J(ρ)/N.

The last three terms therefore add up to J(ρ)/N − J(ρ)/N − J(ρ)/N = −FA, and for every kernel

PZ − FA = Σᵢ J(rᵢ − m).

If V is positive semidefinite, every term on the right is non-negative, so FA ≤ PZ.

A weaker hypothesis is enough when all orbitals carry the same charge, Σₚ (rᵢ)ₚ = q for a real number q. Then ρ has charge Nq, m has charge q, and each deviation rᵢ − m has charge zero. The inequality needs x·Vx ≥ 0 only for neutral x, those with Σₚ xₚ = 0.

If all rᵢ coincide, then ρ = N rᵢ and m = rᵢ, every deviation vanishes, and FA = PZ for any kernel. For positive definite V the converse holds too: FA = PZ makes a sum of non-negative terms zero, so each J(rᵢ − m) = 0, which forces rᵢ = m for all i. At N = 1 the single density is its own mean and FA = PZ = J(ρ).

For two orbitals with r₀ = a and r₁ = b, expand J(a + b) = J(a) + J(b) + ½ a·Vb + ½ b·Va. Then

PZ − FA = J(a) + J(b) − ½ J(a + b) = ½ [J(a) + J(b) − ½ a·Vb − ½ b·Va] = ½ J(a − b).

This shows that positive semidefiniteness of V is also necessary if the inequality is to hold for every pair of non-negative densities, including pairs of unequal charge. Suppose that it does. Any real vector x splits as x = x⁺ − x⁻ with x⁺ₚ = max(xₚ, 0) and x⁻ₚ = max(−xₚ, 0), both non-negative. Taking a = x⁺ and b = x⁻ gives

0 ≤ PZ − FA = ½ J(x) = ¼ x·Vx.

As an example take two sites, 0 and 1, with V₀₀ = V₁₁ = 2 and V₀₁ = V₁₀ = 1. Then

x·Vx = 2x₀² + 2x₀x₁ + 2x₁² = x₀² + x₁² + (x₀ + x₁)²,

which is positive for x ≠ 0. With one unit of charge on each site, r₀ = (1, 0) and r₁ = (0, 1), the total is ρ = (1, 1), J(ρ) = ½(2 + 1 + 1 + 2) = 3 and FA = 3/2, while J(r₀) = J(r₁) = 1 and PZ = 2.

### The Lean file

```lean
import Mathlib

open Matrix

namespace FermiAmaldiPerdewZunger

noncomputable section

variable {n : Type*} [Fintype n] {M : ℕ}

/-- Hartree energy `J(ρ) = ½ ρ·Vρ` of a density `ρ` on a grid with interaction kernel `V`. -/
def hartree (V : Matrix n n ℝ) (ρ : n → ℝ) : ℝ := 1 / 2 * (ρ ⬝ᵥ V *ᵥ ρ)

/-- Total density `ρ = ∑ rᵢ` of `N = M + 1` orbital densities. -/
def total (r : Fin (M + 1) → n → ℝ) : n → ℝ := ∑ i, r i

/-- Mean orbital density `ρ / N` with `N = M + 1`. -/
def mean (r : Fin (M + 1) → n → ℝ) : n → ℝ := ((M : ℝ) + 1)⁻¹ • total r

/-- Fermi-Amaldi self-interaction term `J(ρ) / N` with `N = M + 1`. -/
def fermiAmaldi (V : Matrix n n ℝ) (r : Fin (M + 1) → n → ℝ) : ℝ :=
  hartree V (total r) / ((M : ℝ) + 1)

/-- Hartree part of the Perdew-Zunger self-interaction term, `∑ J(rᵢ)`. -/
def perdewZunger (V : Matrix n n ℝ) (r : Fin (M + 1) → n → ℝ) : ℝ :=
  ∑ i, hartree V (r i)

/-- The Hartree energy of a difference of densities: the two self-energies minus the
two cross terms. -/
theorem hartree_sub (V : Matrix n n ℝ) (a b : n → ℝ) :
    hartree V (a - b)
      = hartree V a + hartree V b - 1 / 2 * (a ⬝ᵥ V *ᵥ b) - 1 / 2 * (b ⬝ᵥ V *ᵥ a) := by
  simp only [hartree, Matrix.mulVec_sub, sub_dotProduct, dotProduct_sub]
  ring

/-- For any kernel, the Hartree part of the Perdew-Zunger term minus the Fermi-Amaldi term is
the summed Hartree
energy of the deviations of the orbital densities from their mean. -/
theorem gap_eq_sum_deviation (V : Matrix n n ℝ) (r : Fin (M + 1) → n → ℝ) :
    perdewZunger V r - fermiAmaldi V r = ∑ i, hartree V (r i - mean r) := by
  have hN : (M : ℝ) + 1 ≠ 0 := by positivity
  -- the cross terms sum to interactions with the total density
  have h1 : ∀ w : n → ℝ, ∑ i, r i ⬝ᵥ w = total r ⬝ᵥ w := by
    intro w
    simp only [dotProduct, total, Finset.sum_apply, Finset.sum_mul]
    exact Finset.sum_comm
  have h2 : ∀ w : n → ℝ, ∑ i, w ⬝ᵥ V *ᵥ r i = w ⬝ᵥ V *ᵥ total r := by
    intro w
    have hw : ∀ x : n → ℝ, w ⬝ᵥ V *ᵥ x = x ⬝ᵥ (w ᵥ* V) := fun x => by
      rw [Matrix.dotProduct_mulVec, dotProduct_comm]
    simp only [hw]
    exact h1 _
  -- every term with the mean density is a multiple of J(ρ)
  have hm : hartree V (mean r) = ((M : ℝ) + 1)⁻¹ ^ 2 * hartree V (total r) := by
    simp only [hartree, mean, Matrix.mulVec_smul, smul_dotProduct, dotProduct_smul, smul_eq_mul]
    ring
  have ha : total r ⬝ᵥ V *ᵥ mean r = ((M : ℝ) + 1)⁻¹ * 2 * hartree V (total r) := by
    simp only [hartree, mean, Matrix.mulVec_smul, dotProduct_smul, smul_eq_mul]
    ring
  have hb : mean r ⬝ᵥ V *ᵥ total r = ((M : ℝ) + 1)⁻¹ * 2 * hartree V (total r) := by
    simp only [hartree, mean, smul_dotProduct, smul_eq_mul]
    ring
  simp only [hartree_sub, Finset.sum_sub_distrib, Finset.sum_add_distrib, ← Finset.mul_sum,
    Finset.sum_const, Finset.card_univ, Fintype.card_fin, nsmul_eq_mul]
  rw [h1, h2, hm, ha, hb, perdewZunger, fermiAmaldi]
  push_cast
  field_simp
  ring

/-- For a positive semidefinite kernel the Fermi-Amaldi term is at most the Hartree part of the
Perdew-Zunger term. -/
theorem fermiAmaldi_le_perdewZunger (V : Matrix n n ℝ) (hV : ∀ x, 0 ≤ x ⬝ᵥ V *ᵥ x)
    (r : Fin (M + 1) → n → ℝ) : fermiAmaldi V r ≤ perdewZunger V r := by
  have h : 0 ≤ ∑ i, hartree V (r i - mean r) :=
    Finset.sum_nonneg fun i _ => mul_nonneg (by norm_num) (hV _)
  linarith [gap_eq_sum_deviation V r]

/-- If all orbital densities carry the same charge `q`, the inequality holds as soon as the
kernel is positive semidefinite on charge-neutral distributions. -/
theorem fermiAmaldi_le_perdewZunger_of_neutral (V : Matrix n n ℝ)
    (hV : ∀ x : n → ℝ, ∑ p, x p = 0 → 0 ≤ x ⬝ᵥ V *ᵥ x)
    (r : Fin (M + 1) → n → ℝ) (q : ℝ) (hq : ∀ i, ∑ p, r i p = q) :
    fermiAmaldi V r ≤ perdewZunger V r := by
  have hN : (M : ℝ) + 1 ≠ 0 := by positivity
  have ht : ∑ p, total r p = ((M : ℝ) + 1) * q := by
    simp only [total, Finset.sum_apply]
    rw [Finset.sum_comm]
    simp [hq]
  -- deviations from the mean density carry no charge
  have hd : ∀ i, ∑ p, (r i - mean r) p = 0 := by
    intro i
    simp only [mean, Pi.sub_apply, Pi.smul_apply, smul_eq_mul, Finset.sum_sub_distrib,
      ← Finset.mul_sum]
    rw [ht, hq, ← mul_assoc, inv_mul_cancel₀ hN, one_mul, sub_self]
  have h : 0 ≤ ∑ i, hartree V (r i - mean r) :=
    Finset.sum_nonneg fun i _ => mul_nonneg (by norm_num) (hV _ (hd i))
  linarith [gap_eq_sum_deviation V r]

/-- For any kernel, the two terms are equal when all orbital densities coincide. -/
theorem fermiAmaldi_eq_perdewZunger_of_coincide (V : Matrix n n ℝ)
    (r : Fin (M + 1) → n → ℝ) (h : ∀ i j, r i = r j) :
    fermiAmaldi V r = perdewZunger V r := by
  have hN : (M : ℝ) + 1 ≠ 0 := by positivity
  have hm : ∀ i, mean r = r i := by
    intro i
    have ht : total r = ((M : ℝ) + 1) • r i := by
      funext p
      simp only [total, Finset.sum_apply, Pi.smul_apply, smul_eq_mul]
      rw [Finset.sum_congr rfl (fun j _ => congrFun (h j i) p)]
      simp
    rw [mean, ht, smul_smul, inv_mul_cancel₀ hN, one_smul]
  have h0 : ∑ i, hartree V (r i - mean r) = 0 :=
    Finset.sum_eq_zero fun i _ => by
      rw [hm i, sub_self]
      simp [hartree]
  linarith [gap_eq_sum_deviation V r]

/-- For a positive definite kernel the two terms are equal exactly when all orbital
densities coincide. -/
theorem fermiAmaldi_eq_perdewZunger_iff (V : Matrix n n ℝ)
    (hV : ∀ x, x ≠ 0 → 0 < x ⬝ᵥ V *ᵥ x) (r : Fin (M + 1) → n → ℝ) :
    fermiAmaldi V r = perdewZunger V r ↔ ∀ i j, r i = r j := by
  refine ⟨fun h => ?_, fermiAmaldi_eq_perdewZunger_of_coincide V r⟩
  have hnn : ∀ x, 0 ≤ hartree V x := by
    intro x
    by_cases hx : x = 0
    · simp [hartree, hx]
    · exact mul_nonneg (by norm_num) (hV x hx).le
  have h0 : ∑ i, hartree V (r i - mean r) = 0 := by linarith [gap_eq_sum_deviation V r]
  -- each deviation has zero energy, hence vanishes
  have hm : ∀ i, r i = mean r := by
    intro i
    have hi := (Finset.sum_eq_zero_iff_of_nonneg fun j _ => hnn (r j - mean r)).1 h0 i
      (Finset.mem_univ i)
    by_contra hne
    have hpos := hV _ (sub_ne_zero.2 hne)
    rw [hartree] at hi
    linarith
  intro i j
  exact (hm i).trans (hm j).symm

/-- For two orbitals the Hartree part of the Perdew-Zunger term minus the Fermi-Amaldi term is
half the Hartree
energy of the difference density. -/
theorem gap_two_orbitals (V : Matrix n n ℝ) (a b : n → ℝ) :
    perdewZunger (M := 1) V ![a, b] - fermiAmaldi (M := 1) V ![a, b]
      = hartree V (a - b) / 2 := by
  have hp : perdewZunger (M := 1) V ![a, b] = hartree V a + hartree V b := by
    simp [perdewZunger, Fin.sum_univ_succ]
  have ht : total (M := 1) ![a, b] = a + b := by
    simp [total, Fin.sum_univ_succ]
  rw [hp, fermiAmaldi, ht]
  simp only [hartree, Matrix.mulVec_sub, Matrix.mulVec_add, sub_dotProduct, dotProduct_sub,
    add_dotProduct, dotProduct_add, Nat.cast_one]
  ring

/-- Converse: if the inequality holds for every pair of non-negative densities, the kernel is,
in the sense `0 ≤ x ⬝ᵥ V *ᵥ x` for all `x` (symmetry is not asserted),
positive semidefinite. -/
theorem posSemidef_of_le (V : Matrix n n ℝ)
    (h : ∀ a b : n → ℝ, (∀ p, 0 ≤ a p) → (∀ p, 0 ≤ b p) →
      fermiAmaldi (M := 1) V ![a, b] ≤ perdewZunger (M := 1) V ![a, b]) (x : n → ℝ) :
    0 ≤ x ⬝ᵥ V *ᵥ x := by
  -- split x into its positive and negative parts
  have hx : (fun p => max (x p) 0) - (fun p => max (-x p) 0) = x := by
    funext p
    simp only [Pi.sub_apply]
    rcases le_total 0 (x p) with hp | hp
    · rw [max_eq_left hp, max_eq_right (by linarith), sub_zero]
    · rw [max_eq_right hp, max_eq_left (by linarith)]
      ring
  have h1 := h (fun p => max (x p) 0) (fun p => max (-x p) 0)
    (fun p => le_max_right _ _) (fun p => le_max_right _ _)
  have h2 := gap_two_orbitals V (fun p => max (x p) 0) (fun p => max (-x p) 0)
  rw [hx, hartree] at h2
  linarith

/-- Two-site kernel with on-site repulsion 2 and inter-site repulsion 1. -/
def dimerKernel : Matrix (Fin 2) (Fin 2) ℝ := !![2, 1; 1, 2]

/-- The two-site kernel is positive definite, and for two orbitals localised on different
sites the Fermi-Amaldi term is `3/2` and the Hartree part of the Perdew-Zunger term is `2`. -/
theorem dimer_witness :
    (∀ x, x ≠ 0 → 0 < x ⬝ᵥ dimerKernel *ᵥ x) ∧
      fermiAmaldi (M := 1) dimerKernel ![![1, 0], ![0, 1]] = 3 / 2 ∧
      perdewZunger (M := 1) dimerKernel ![![1, 0], ![0, 1]] = 2 := by
  refine ⟨fun x hx => ?_, ?_, ?_⟩
  · have e : x ⬝ᵥ dimerKernel *ᵥ x = x 0 ^ 2 + x 1 ^ 2 + (x 0 + x 1) ^ 2 := by
      simp [dimerKernel, dotProduct, Matrix.mulVec, Fin.sum_univ_succ]
      ring
    have hne : x 0 ≠ 0 ∨ x 1 ≠ 0 := by
      by_contra hc
      rw [not_or, not_not, not_not] at hc
      apply hx
      funext p
      fin_cases p
      · exact hc.1
      · exact hc.2
    rw [e]
    rcases hne with h | h <;> positivity
  · simp [fermiAmaldi, total, hartree, dimerKernel, dotProduct, Matrix.mulVec,
      Fin.sum_univ_succ]
    norm_num
  · simp [perdewZunger, hartree, dimerKernel, dotProduct, Matrix.mulVec,
      Fin.sum_univ_succ]
    norm_num

end

end FermiAmaldiPerdewZunger
```

```lean
#print axioms FermiAmaldiPerdewZunger.fermiAmaldi_le_perdewZunger
#print axioms FermiAmaldiPerdewZunger.fermiAmaldi_le_perdewZunger_of_neutral
#print axioms FermiAmaldiPerdewZunger.fermiAmaldi_eq_perdewZunger_iff
#print axioms FermiAmaldiPerdewZunger.posSemidef_of_le
```

```
'FermiAmaldiPerdewZunger.fermiAmaldi_le_perdewZunger' depends on axioms: [propext, Classical.choice, Quot.sound]
'FermiAmaldiPerdewZunger.fermiAmaldi_le_perdewZunger_of_neutral' depends on axioms: [propext, Classical.choice, Quot.sound]
'FermiAmaldiPerdewZunger.fermiAmaldi_eq_perdewZunger_iff' depends on axioms: [propext, Classical.choice, Quot.sound]
'FermiAmaldiPerdewZunger.posSemidef_of_le' depends on axioms: [propext, Classical.choice, Quot.sound]
```

### Remarks

`hartree_sub` is the expansion of J(a − b), and `gap_eq_sum_deviation` is the identity for PZ − FA, for any V, any grid and any M. In its proof, `h1` and `h2` are the summation of the cross terms over i: `h1` exchanges the sums over orbitals and grid points with `Finset.sum_comm`, and `h2` reduces to it by rewriting w·Vx as x·(wV), where wV is the vector-matrix product `w ᵥ* V`. The facts `hm`, `ha` and `hb` are the three multiples of J(ρ). The long `simp only` expands each J(rᵢ − m), splits the sum and turns the constant term into N J(m); after the substitutions, `field_simp` clears the denominators N and `ring` does the remaining arithmetic.

`fermiAmaldi_le_perdewZunger` reads: if x·Vx ≥ 0 for all x, then FA ≤ PZ for every family of M + 1 vectors. Its proof bounds the sum of deviation energies with `Finset.sum_nonneg` and passes it, with the identity, to `linarith`. `fermiAmaldi_le_perdewZunger_of_neutral` has the same ending, after `ht` (total charge Nq) and `hd` (neutral deviations) have supplied the side condition in `hV`. Here `q` is any real number; q = 1 is the case of normalised orbitals.

`fermiAmaldi_eq_perdewZunger_of_coincide` has no hypothesis on V. Its step `hm` is m = rᵢ. `fermiAmaldi_eq_perdewZunger_iff` adds the reverse implication under positive definiteness. For N ≥ 2 on a non-empty grid the reverse implication can fail for merely semidefinite kernels: with V = 0 both terms vanish whatever the densities are, so they agree for densities that differ.

`gap_two_orbitals` is proved directly by expanding both sides, with `ring` treating the four products a·Va, a·Vb, b·Va, b·Vb as independent quantities. The family is written `![a, b]` and `(M := 1)` fixes N = 2. In `posSemidef_of_le`, `hx` is the splitting x = x⁺ − x⁻ by cases on the sign of xₚ, `h1` is the assumed inequality for this pair and `h2` is the two-orbital formula. The hypothesis ranges over all non-negative pairs, including pairs of unequal charge, so this converse matches the main theorem and not the equal-charge version. `dimer_witness` states the positive definiteness of `dimerKernel` and the values 3/2 and 2; the step `e` is the sum of three squares.

For electronic structure, restricted to the Hartree part, fixed orbital densities and a finite grid with a positive semidefinite kernel, the Fermi-Amaldi correction removes no more energy than the orbital-by-orbital one. Because `fermiAmaldi` depends on the family only through `total`, J(ρ)/N bounds PZ from below for every way of dividing the same ρ among N orbitals. Two electrons of opposite spin in one spatial orbital have r₀ = r₁, and both terms equal J(ρ)/2. The equal-charge version suits kernels fixed only up to an additive constant: adding c to every entry of V changes x·Vx by c(Σₚ xₚ)², which vanishes for neutral x, though the file contains no theorem on this shift. Self-consistent energies, where the two corrections can lead to different orbitals, are not compared.

A technique worth reusing is to prove the gap of an inequality as an identity with no hypotheses and to hand it to `linarith` as a term. Four theorems use `linarith [gap_eq_sum_deviation V r]`, each after establishing one fact about a single quantity: the sum of deviation energies is non-negative, or is zero, or (in the equality case) PZ − FA is zero. `linarith` treats `perdewZunger V r`, `fermiAmaldi V r` and the sum as atoms, so this step needs no definition unfolded. For the equality case, `Finset.sum_eq_zero_iff_of_nonneg` then converts a vanishing sum of non-negative terms into the vanishing of each term.
